# For exponentially weighted walker histories, the energy derivative is the mean local derivative minus t times a covariance

Take two walker histories with fixed local energies E₁ and E₂. Give the first the weight 1 and the second the weight exp(−tλ), where t is the projection time and λ a coupling constant. The weighted mean energy is

    Ē(λ) = (E₁ + E₂ exp(−tλ)) / (1 + exp(−tλ)).

Neither local energy depends on λ, so the average of their derivatives is zero. If E₁ ≠ E₂ and t ≠ 0, the mean energy still changes, because λ moves weight from one history to the other:

    dĒ/dλ at λ = 0 = −t (E₂ − E₁)/4.

Let X = (0, 1) record which history feels the coupling. At λ = 0 both histories count equally, the deviations of the energy from its mean are ∓(E₂ − E₁)/2, and those of X are ∓1/2. Their covariance is (E₂ − E₁)/4, so the derivative is −t times the covariance of energy and X. The theorems below extend this to any finite non-empty population, and to local energies that themselves depend on λ.

In diffusion Monte Carlo the formula describes how an energy derivative differs from the weighted mean of the local derivatives, here for a finite set of histories whose paths stay fixed as λ changes. This weighted mean is called the plain average below, because it leaves out the change of the weights with λ. Suppose that a multiplicative potential λV is added to the Hamiltonian while the guiding function is kept. Then Oᵢ, the derivative of the local energy at the end of history i, is V at that endpoint, and Xᵢ is the time average of V along the path. The plain average of O is the mixed estimator of V, and the covariance term supplies the response of the weights.

## Histories, weights and averages

```lean
import Mathlib

open Finset

namespace MonteCarloForceEstimator

noncomputable section

variable {ι : Type*} [Fintype ι]
```

The type `ι` is the set of labels of the histories, and it is finite. A function `ι → ℝ` is a list of real numbers, one for each history.

```lean
/-- The weight `exp (-t (S i + lam X i))` of walker history `i` at coupling `lam`. -/
def weight (t : ℝ) (S X : ι → ℝ) (lam : ℝ) (i : ι) : ℝ :=
  Real.exp (-t * (S i + lam * X i))
```

In ordinary notation, the weight of history i is

    wᵢ(λ) = exp(−t (Sᵢ + λXᵢ)).

For projection with ħ = 1, Sᵢ stands for the time-averaged local energy along the path at zero coupling, measured from a reference energy. In Lean, `S` and `X` are arbitrary lists of real numbers and `t` is any real number; no stochastic process generates them. The exponent is linear in λ, as it is for an added potential λV. Resampling, branching and a guiding function that changes with λ are not part of the model.

```lean
/-- The weighted population mean of `f`, for weights whose total is not zero. -/
def popMean (w f : ι → ℝ) : ℝ := (∑ i, w i * f i) / ∑ i, w i
```

With W = ∑ᵢ wᵢ, this is the average

    ⟨f⟩ = (1/W) ∑ᵢ wᵢ fᵢ.

The weights need not add up to one, since the definition divides by their total.

```lean
/-- The weighted population covariance of `f` and `g`: the mean product of their deviations
from their means, for weights whose total is not zero. -/
def popCov (w f g : ι → ℝ) : ℝ :=
  popMean w (fun i => (f i - popMean w f) * (g i - popMean w g))
```

The covariance is the average product of deviations,

    Cov(f, g) = ⟨(f − ⟨f⟩)(g − ⟨g⟩)⟩,

and Cov(f, f) is the variance of f. It is a population quantity, with no sample-size correction.

## Two facts about the covariance

```lean
/-- If the total weight is not zero, the covariance is the mean of the product minus the
product of the means. -/
theorem popCov_eq (w f g : ι → ℝ) (hW : ∑ i, w i ≠ 0) :
    popCov w f g = popMean w (fun i => f i * g i) - popMean w f * popMean w g := by
  have key : ∀ h : ι → ℝ, ∑ i, w i * h i = popMean w h * ∑ i, w i :=
    fun h => (div_mul_cancel₀ _ hW).symm
  have hfg : ∑ i, w i * (f i * g i) = popMean w (fun i => f i * g i) * ∑ i, w i :=
    key (fun i => f i * g i)
  -- expand the product of deviations under the sum
  have expand : ∀ m n : ℝ, ∑ i, w i * ((f i - m) * (g i - n)) =
      ∑ i, w i * (f i * g i) - n * ∑ i, w i * f i - m * ∑ i, w i * g i
        + m * n * ∑ i, w i := by
    intro m n
    simp only [Finset.mul_sum, ← Finset.sum_sub_distrib, ← Finset.sum_add_distrib]
    exact Finset.sum_congr rfl (fun i _ => by ring)
  have hc : popCov w f g =
      (∑ i, w i * ((f i - popMean w f) * (g i - popMean w g))) / ∑ i, w i := rfl
  rw [hc, div_eq_iff hW, expand]
  linear_combination hfg - popMean w g * key f - popMean w f * key g
```

The statement is Cov(f, g) = ⟨fg⟩ − ⟨f⟩⟨g⟩ whenever W ≠ 0. Multiplying out the deviations gives

    Cov(f, g) = ⟨fg⟩ − ⟨g⟩⟨f⟩ − ⟨f⟩⟨g⟩ + ⟨f⟩⟨g⟩⟨1⟩,

and ⟨1⟩ = 1 leaves the claimed difference.

The Lean proof works with unnormalised sums. `key` says that ∑ᵢ wᵢhᵢ = ⟨h⟩W, and `expand` multiplies out the product for arbitrary constants m and n in place of the means. After `div_eq_iff` has cleared the denominator, `linear_combination` inserts `key` for fg, f and g.

```lean
/-- For positive weights, the squared covariance is at most the product of the variances. -/
theorem popCov_sq_le (w f g : ι → ℝ) (hw : ∀ i, 0 < w i) :
    popCov w f g ^ 2 ≤ popCov w f f * popCov w g g := by
  -- Cauchy-Schwarz for deviations multiplied by the square root of the weight
  have cs : ∀ u v : ι → ℝ, (∑ i, w i * (u i * v i)) ^ 2 ≤
      (∑ i, w i * (u i * u i)) * ∑ i, w i * (v i * v i) := by
    intro u v
    have h := Finset.sum_mul_sq_le_sq_mul_sq Finset.univ
      (fun i => √(w i) * u i) (fun i => √(w i) * v i)
    have e : ∀ p q : ι → ℝ, ∑ i, w i * (p i * q i) =
        ∑ i, (√(w i) * p i) * (√(w i) * q i) := by
      intro p q
      refine Finset.sum_congr rfl (fun i _ => ?_)
      linear_combination (-(p i * q i)) * Real.mul_self_sqrt (hw i).le
    rw [e u v, e u u, e v v]
    simpa only [pow_two] using h
  have h := cs (fun i => f i - popMean w f) (fun i => g i - popMean w g)
  change ((∑ i, w i * ((f i - popMean w f) * (g i - popMean w g))) / ∑ i, w i) ^ 2 ≤
    ((∑ i, w i * ((f i - popMean w f) * (f i - popMean w f))) / ∑ i, w i) *
    ((∑ i, w i * ((g i - popMean w g) * (g i - popMean w g))) / ∑ i, w i)
  rw [div_pow, div_mul_div_comm, ← pow_two (∑ i, w i)]
  exact div_le_div_of_nonneg_right h (sq_nonneg _)
```

For positive weights,

    Cov(f, g)² ≤ Cov(f, f) Cov(g, g).

Write δfᵢ = fᵢ − ⟨f⟩ and δgᵢ = gᵢ − ⟨g⟩. The Cauchy-Schwarz inequality for the lists √wᵢ δfᵢ and √wᵢ δgᵢ reads

    (∑ᵢ wᵢ δfᵢ δgᵢ)² ≤ (∑ᵢ wᵢ δfᵢ²)(∑ᵢ wᵢ δgᵢ²).

Dividing by W² gives the result. In the code, `cs` is this inequality for general lists, `e` splits each weight into two square roots, and `change` writes the covariances as explicit quotients before the division. For an empty population Lean sets 0/0 = 0, and both sides are zero.

## Differentiating the mean energy

```lean
omit [Fintype ι] in
/-- The weight of a history changes with the coupling at the relative rate `-t X i`. -/
theorem hasDerivAt_weight (t : ℝ) (S X : ι → ℝ) (a : ℝ) (i : ι) :
    HasDerivAt (fun lam => weight t S X lam i) (-t * X i * weight t S X a i) a := by
  have h := (((hasDerivAt_id' a).mul_const (X i)).const_add (S i)).const_mul (-t)
  exact h.exp.congr_deriv (by simp only [weight]; ring)
```

`HasDerivAt f d a` means that f is differentiable at a and that its derivative there is d. The lemma is the chain rule:

    dwᵢ/dλ = −t Xᵢ wᵢ.

The term `h` differentiates the exponent, `h.exp` differentiates its exponential, and `congr_deriv` puts the derivative into the stated form.

```lean
/-- The total weight of a non-empty population is positive. -/
theorem weight_sum_pos [Nonempty ι] (t : ℝ) (S X : ι → ℝ) (a : ℝ) :
    0 < ∑ i, weight t S X a i :=
  Finset.sum_pos (fun _ _ => Real.exp_pos _) Finset.univ_nonempty
```

Every exponential is positive, and `[Nonempty ι]` provides at least one history. The total weight is therefore positive, and dividing by it is safe.

```lean
/-- For a non-empty population whose local energies `E i` have derivative `O i` at coupling `a`,
the derivative of the weighted mean energy at `a` is the weighted mean of `O` minus `t` times
the weighted covariance of the local energy and `X`. -/
theorem hasDerivAt_mean_energy [Nonempty ι] (t : ℝ) (S X O : ι → ℝ) (E : ι → ℝ → ℝ) (a : ℝ)
    (hE : ∀ i, HasDerivAt (E i) (O i) a) :
    HasDerivAt (fun lam => popMean (weight t S X lam) (fun i => E i lam))
      (popMean (weight t S X a) O
        - t * popCov (weight t S X a) (fun i => E i a) X) a := by
  have hW := (weight_sum_pos t S X a).ne'
  -- numerator and total weight are differentiated separately
  have hN : HasDerivAt (fun lam => ∑ i, weight t S X lam i * E i lam)
      (∑ i, (-t * X i * weight t S X a i * E i a + weight t S X a i * O i)) a :=
    HasDerivAt.fun_sum (fun i _ => (hasDerivAt_weight t S X a i).fun_mul (hE i))
  have hZ : HasDerivAt (fun lam => ∑ i, weight t S X lam i)
      (∑ i, -t * X i * weight t S X a i) a :=
    HasDerivAt.fun_sum (fun i _ => hasDerivAt_weight t S X a i)
  have eN : ∑ i, (-t * X i * weight t S X a i * E i a + weight t S X a i * O i) =
      -t * ∑ i, weight t S X a i * (E i a * X i) + ∑ i, weight t S X a i * O i := by
    rw [Finset.mul_sum, ← Finset.sum_add_distrib]
    exact Finset.sum_congr rfl (fun i _ => by ring)
  have eZ : ∑ i, -t * X i * weight t S X a i = -t * ∑ i, weight t S X a i * X i := by
    rw [Finset.mul_sum]
    exact Finset.sum_congr rfl (fun i _ => by ring)
  have alg : ∀ A B C D W : ℝ, W ≠ 0 →
      ((-t * A + B) * W - C * (-t * D)) / W ^ 2 = B / W - t * (A / W - C / W * (D / W)) := by
    intro A B C D W h
    field_simp
    ring
  rw [eN] at hN
  rw [eZ] at hZ
  rw [popCov_eq _ _ _ hW]
  exact (hN.fun_div hZ hW).congr_deriv (alg _ _ _ _ _ hW)
```

This is the main theorem. The hypothesis `hE` says that each local energy Eᵢ(λ) is differentiable at λ = a with derivative Oᵢ; nothing is required of it elsewhere. The conclusion, with all averages taken at a, is

    d⟨E⟩/dλ = ⟨O⟩ − t Cov(E, X).

For the derivation, set N(λ) = ∑ᵢ wᵢ(λ)Eᵢ(λ) and W(λ) = ∑ᵢ wᵢ(λ), so that ⟨E⟩ = N/W. The product rule and the derivative of the weights give

    N′ = −t ∑ᵢ wᵢEᵢXᵢ + ∑ᵢ wᵢOᵢ
    W′ = −t ∑ᵢ wᵢXᵢ.

Dividing by W turns these into N′/W = −t⟨EX⟩ + ⟨O⟩ and W′/W = −t⟨X⟩. The quotient rule then yields

    (N/W)′ = N′/W − (N/W)(W′/W)
           = ⟨O⟩ − t⟨EX⟩ + t⟨E⟩⟨X⟩
           = ⟨O⟩ − t Cov(E, X).

The Lean proof has the same parts. `hN` and `hZ` are the derivatives of N and W, while `eN` and `eZ` collect their sums into the form above. `alg` is the algebra of the quotient rule for five plain numbers, proved by `field_simp` and `ring`. The last lines replace the covariance by its product form, using `popCov_eq`, and apply the quotient rule `fun_div`.

Setting `a` to 0 gives the derivative at zero coupling, where wᵢ = exp(−tSᵢ).

## The error of the plain average

```lean
/-- For a non-empty population whose local energies `E i` have derivative `O i` at coupling `a`, the
squared error of the weighted mean of `O` as an estimate of the derivative of the weighted mean
energy at `a` is at most `t ^ 2` times the weighted variance of the local energy times the weighted
variance of `X`. -/
theorem plain_estimator_error [Nonempty ι] (t : ℝ) (S X O : ι → ℝ) (E : ι → ℝ → ℝ) (a : ℝ)
    (hE : ∀ i, HasDerivAt (E i) (O i) a) :
    (deriv (fun lam => popMean (weight t S X lam) (fun i => E i lam)) a
        - popMean (weight t S X a) O) ^ 2 ≤
      t ^ 2 * (popCov (weight t S X a) (fun i => E i a) (fun i => E i a)
        * popCov (weight t S X a) X X) := by
  rw [(hasDerivAt_mean_energy t S X O E a hE).deriv]
  have cs := popCov_sq_le (weight t S X a) (fun i => E i a) X (fun _ => Real.exp_pos _)
  have h := mul_le_mul_of_nonneg_left cs (sq_nonneg t)
  linarith
```

The derivative minus the plain average ⟨O⟩ is −t Cov(E, X). Squaring this and using the Cauchy-Schwarz bound gives

    (d⟨E⟩/dλ − ⟨O⟩)² ≤ t² Var(E) Var(X),

where Var(f) = Cov(f, f). In Lean, `deriv` is the derivative as a number; the first `rw` replaces it by the formula of the main theorem. Then `cs` supplies the inequality and `h` multiplies it by t². The error meant here is the systematic difference within one given population, not the statistical scatter between populations. The factor t² does not mean that this error must grow with the projection time, since in a simulation the endpoint energies, the time averages X and the weights change with t as well.

A numerical case with two histories shows the sizes. Take t = 2, S = (0, (ln 3)/2) and X = (1, 3), with

    E₁(λ) = −1 + 2λ,   E₂(λ) = 1 + 6λ.

At λ = 0 the weights are 1 and 1/3, or 3/4 and 1/4 after normalisation. The averages are

    ⟨O⟩ = (3/4)·2 + (1/4)·6 = 3
    ⟨E⟩ = −3/4 + 1/4 = −1/2
    ⟨X⟩ = 3/4 + 3/4 = 3/2.

The deviations of E and of X are both (−1/2, 3/2), so

    Cov(E, X) = (3/4)(1/4) + (1/4)(9/4) = 3/4
    d⟨E⟩/dλ = 3 − 2·(3/4) = 3/2.

The plain average gives 3, twice the correct derivative. Direct differentiation agrees: with both weights multiplied by 3, one has N = −2, N′ = 12, W = 4 and W′ = −12, and (12·4 − (−2)(−12))/16 = 3/2. Both variances are also 3/4, so the bound is 4·(3/4)² = 9/4. This equals the actual squared error (3/2 − 3)². With two histories the bound is always attained, because the deviations of E and of X are then proportional. With more histories the error can be far smaller than the bound, and it vanishes whenever the covariance is zero.

## When the plain average is exact for every X

```lean
/-- For a non-empty population, `t ≠ 0` and local energies with derivatives `O i` at zero coupling,
the weighted mean of `O` is the derivative of the weighted mean energy there for every `X` if and
only if all histories have the same local energy at zero coupling. -/
theorem plain_estimator_exact_iff [Nonempty ι] (t : ℝ) (ht : t ≠ 0) (S O : ι → ℝ)
    (E : ι → ℝ → ℝ) (hE : ∀ i, HasDerivAt (E i) (O i) 0) :
    (∀ X : ι → ℝ, HasDerivAt (fun lam => popMean (weight t S X lam) (fun i => E i lam))
      (popMean (weight t S X 0) O) 0) ↔ ∀ i j, E i 0 = E j 0 := by
  constructor
  · intro h
    -- choose the local energy itself as `X`, so that the covariance is a variance
    let e : ι → ℝ := fun i => E i 0
    let w : ι → ℝ := weight t S e 0
    have hu : popMean w O - t * popCov w e e = popMean w O :=
      (hasDerivAt_mean_energy t S e O E 0 hE).unique (h e)
    have hc : popCov w e e = 0 :=
      (mul_eq_zero.mp (by linarith : t * popCov w e e = 0)).resolve_left ht
    have hs : ∑ i, w i * ((e i - popMean w e) * (e i - popMean w e)) = 0 :=
      (div_eq_zero_iff.mp hc).resolve_right (weight_sum_pos t S e 0).ne'
    have hw : ∀ i, 0 < w i := fun _ => Real.exp_pos _
    have hm : ∀ i, e i = popMean w e := by
      intro i
      have hi := (Finset.sum_eq_zero_iff_of_nonneg
        (fun j _ => mul_nonneg (hw j).le (mul_self_nonneg (e j - popMean w e)))).mp hs i
        (Finset.mem_univ i)
      exact sub_eq_zero.mp (mul_self_eq_zero.mp ((mul_eq_zero.mp hi).resolve_left (hw i).ne'))
    exact fun i j => (hm i).trans (hm j).symm
  · intro h X
    have hW := (weight_sum_pos t S X 0).ne'
    -- a common local energy equals its mean, so every deviation vanishes
    have hm : ∀ i, popMean (weight t S X 0) (fun j => E j 0) = E i 0 := by
      intro i
      unfold popMean
      rw [div_eq_iff hW, Finset.mul_sum]
      exact Finset.sum_congr rfl (fun j _ => by beta_reduce; rw [h j i, mul_comm])
    have hc : popCov (weight t S X 0) (fun i => E i 0) X = 0 := by
      refine div_eq_zero_iff.mpr (Or.inl (Finset.sum_eq_zero (fun i _ => ?_)))
      simp only [hm i, sub_self, zero_mul, mul_zero]
    exact (hasDerivAt_mean_energy t S X O E 0 hE).congr_deriv (by rw [hc]; ring)

end

end MonteCarloForceEstimator
```

For t ≠ 0 the theorem says that ⟨O⟩ is the energy derivative at λ = 0 for every choice of X exactly when all the values Eᵢ(0) are equal. Here S, O and the functions Eᵢ are held fixed while X ranges over all real lists, including those that no physical potential would produce together with the given O.

Suppose first that the plain average is right for every X. Then it is right for Xᵢ = Eᵢ(0). A function has only one derivative at a point, so the main theorem gives t Var(E) = 0, and t ≠ 0 leaves

    ∑ᵢ wᵢ (Eᵢ(0) − ⟨E⟩)² = 0.

Each term is non-negative and each weight is positive, so every Eᵢ(0) equals ⟨E⟩. In the code, `e` is this choice of X, `hu` compares the two derivatives, `hc` is the vanishing variance, `hs` the vanishing sum and `hm` the equality of each energy with the mean.

Conversely, if all Eᵢ(0) are equal, their common value is their mean. Every energy deviation vanishes, so the covariance with any X is zero, and the main theorem returns ⟨O⟩. The second half of the code proves these steps as `hm` and `hc`.

At t = 0 all weights equal 1 whatever X is, and the plain average is exact even for unequal energies; this is why the equivalence assumes t ≠ 0. The words "for every X" matter too: if X takes the same value on all histories, the covariance is zero however much the energies differ.

```lean
#print axioms MonteCarloForceEstimator.hasDerivAt_mean_energy
#print axioms MonteCarloForceEstimator.plain_estimator_error
#print axioms MonteCarloForceEstimator.plain_estimator_exact_iff
```

```
'MonteCarloForceEstimator.hasDerivAt_mean_energy' depends on axioms: [propext, Classical.choice, Quot.sound]
'MonteCarloForceEstimator.plain_estimator_error' depends on axioms: [propext, Classical.choice, Quot.sound]
'MonteCarloForceEstimator.plain_estimator_exact_iff' depends on axioms: [propext, Classical.choice, Quot.sound]
```
